# In the Casida form of RPA, a positive semidefinite coupling preserves total oscillator strength and does not lower its ω²-weighted sum

After a full diagonalisation of the symmetric RPA matrix $D^2+2D^{1/2}KD^{1/2}$, built from bare transition energies $D$ and a coupling $K$, one can add up the oscillator strengths and compare the total with a number computed from the bare transition energies and dipoles alone. A mismatch beyond rounding error means that the computed eigenvectors are not a complete orthonormal set, or that one of the two numbers was evaluated wrongly. The check holds for a finite, real problem of this form and uses only the orthonormality of the eigenvectors; RPA with exchange in the coupling, as in time-dependent Hartree–Fock, is in general not of this form. A positive semidefinite coupling, such as the direct Coulomb coupling between real orbital transitions, also cannot lower the strength-weighted mean of the squared excitation energies, when the total strength is nonzero.

Bare transitions are labelled by a finite type `n`. There are as many excitations as transitions, so the same type labels both.

In Lean 4 with Mathlib:

```lean
import Mathlib

open Matrix

namespace RPAStrengthSums

noncomputable section

variable {n : Type*} [Fintype n] [DecidableEq n]
```

## The matrix, its modes and their strengths

Let $D_a>0$ be the bare transition energies, also read as a diagonal matrix, and $K$ the real coupling matrix. The RPA matrix is

$$C=D^2+2D^{1/2}KD^{1/2}.$$

This is $(A-B)^{1/2}(A+B)(A-B)^{1/2}$ for RPA blocks $A=D+K$ and $B=K$, and the factor 2 comes from $A+B=D+2K$. Any other prefactor belongs in $K$.

```lean
/-- The RPA matrix `D² + 2 D^(1/2) K D^(1/2)` for bare transition energies `D` and coupling `K`. -/
def casida (D : n → ℝ) (K : Matrix n n ℝ) : Matrix n n ℝ :=
  diagonal (fun a => D a ^ 2) +
    (2 : ℝ) • (diagonal (fun a => √(D a)) * K * diagonal (fun a => √(D a)))
```

The factor $D^{1/2}$ also acts on vectors, as $(D^{1/2}x)_a=\sqrt{D_a}\,x_a$.

```lean
/-- The vector `D^(1/2) x`. -/
def dress (D x : n → ℝ) : n → ℝ := fun a => √(D a) * x a
```

The modes satisfy $z_i\cdot z_j=\delta_{ij}$ and $Cz_k=w_k^2z_k$. Such a basis is a hypothesis here; the spectral theorem supplies one when $K$ is positive semidefinite. Only $w_k^2$ enters, so the sign of $w_k$ is free, and the excitation energy is the positive root.

```lean
/-- The vectors `z k` are orthonormal eigenvectors of the RPA matrix with eigenvalues `w k ^ 2`. -/
structure IsExcitationBasis (D : n → ℝ) (K : Matrix n n ℝ) (w : n → ℝ) (z : n → n → ℝ) :
    Prop where
  orth : ∀ i j, z i ⬝ᵥ z j = if i = j then 1 else 0
  eigen : ∀ k, casida D K *ᵥ z k = w k ^ 2 • z k
```

For a real dipole vector $d$, one Cartesian component, put $v=D^{1/2}d$ and $f_k=2(v\cdot z_k)^2$. In atomic units and without coupling this is $2D_ad_a^2$ for bare transition $a$, twice the energy times the squared dipole. There is no orientational average.

```lean
/-- The oscillator strength `2 (d · D^(1/2) z_k)²` of excitation `k` for the dipole vector `d`. -/
def strength (D d : n → ℝ) (z : n → n → ℝ) (k : n) : ℝ := 2 * (dress D d ⬝ᵥ z k) ^ 2
```

## Bare and coupling parts of the quadratic form

Componentwise,

$$(Cx)_a=D_a^2x_a+2\sqrt{D_a}\,(KD^{1/2}x)_a.$$

```lean
/-- The RPA matrix acts as the squared bare energies plus the dressed coupling. -/
theorem casida_mulVec (D : n → ℝ) (K : Matrix n n ℝ) (x : n → ℝ) :
    casida D K *ᵥ x =
      fun a => D a ^ 2 * x a + 2 * (√(D a) * (K *ᵥ dress D x) a) := by
  ext a
  simp only [casida, Matrix.mulVec, dotProduct, dress, Matrix.add_apply, Matrix.smul_apply,
    Matrix.mul_diagonal, Matrix.diagonal_mul, Matrix.diagonal_apply, smul_eq_mul, add_mul,
    Finset.sum_add_distrib, ite_mul, zero_mul, Finset.sum_ite_eq, Finset.mem_univ, if_true,
    Finset.mul_sum]
  congr 1
  exact Finset.sum_congr rfl fun b _ => by ring
```

Multiplying by $x_a$ and summing gives

$$x\cdot Cx=\sum_aD_a^2x_a^2+2\,(D^{1/2}x)\cdot K(D^{1/2}x).$$

```lean
/-- The quadratic form of the RPA matrix is a bare part plus a coupling part. -/
theorem casida_form (D : n → ℝ) (K : Matrix n n ℝ) (x : n → ℝ) :
    x ⬝ᵥ casida D K *ᵥ x =
      ∑ a, D a ^ 2 * x a ^ 2 + 2 * (dress D x ⬝ᵥ K *ᵥ dress D x) := by
  rw [casida_mulVec]
  simp only [dotProduct, Finset.mul_sum, ← Finset.sum_add_distrib]
  refine Finset.sum_congr rfl fun a _ => ?_
  simp only [dress]
  ring
```

## Completeness and the spectral sum

Let $Z$ have the $z_k$ as rows. Orthonormality says $ZZ^T=1$. Since $Z$ is square, $Z^TZ=1$ as well, and therefore

$$\sum_k(x\cdot z_k)(y\cdot z_k)=(Zx)\cdot(Zy)=x\cdot y.$$

```lean
/-- Parseval's identity for a full set of orthonormal vectors. -/
theorem parseval {z : n → n → ℝ} (h : ∀ i j, z i ⬝ᵥ z j = if i = j then 1 else 0)
    (x y : n → ℝ) : ∑ k, (x ⬝ᵥ z k) * (y ⬝ᵥ z k) = x ⬝ᵥ y := by
  have hZ : Matrix.of z * (Matrix.of z)ᵀ = 1 := by
    ext i j
    rw [Matrix.one_apply, ← h i j]
    rfl
  -- orthonormal rows of a square matrix are complete
  have hZ' : (Matrix.of z)ᵀ * Matrix.of z = 1 := mul_eq_one_comm.mp hZ
  have key : (Matrix.of z *ᵥ x) ⬝ᵥ (Matrix.of z *ᵥ y) = x ⬝ᵥ y := by
    rw [Matrix.dotProduct_mulVec, ← Matrix.mulVec_transpose, Matrix.mulVec_mulVec, hZ',
      Matrix.one_mulVec]
  refine Eq.trans ?_ key
  refine Finset.sum_congr rfl fun k _ => ?_
  rw [dotProduct_comm x, dotProduct_comm y]
  rfl
```

Apply this to $C^Tx$ and $x$. Because $(C^Tx)\cdot z_k=x\cdot Cz_k=w_k^2\,x\cdot z_k$,

$$\sum_kw_k^2(x\cdot z_k)^2=x\cdot Cx.$$

```lean
variable {D w : n → ℝ} {K : Matrix n n ℝ} {z : n → n → ℝ}

/-- The quadratic form of the RPA matrix is the sum of squared overlaps weighted by `w k ^ 2`. -/
theorem spectral_form (h : IsExcitationBasis D K w z) (x : n → ℝ) :
    ∑ k, w k ^ 2 * (x ⬝ᵥ z k) ^ 2 = x ⬝ᵥ casida D K *ᵥ x := by
  rw [Matrix.dotProduct_mulVec, dotProduct_comm, ← parseval h.orth]
  refine Finset.sum_congr rfl fun k _ => ?_
  rw [← Matrix.dotProduct_mulVec, h.eigen k, dotProduct_smul, smul_eq_mul]
  ring
```

## Strength sums

Set $x=v$. Then $D_a^2v_a^2=D_a^3d_a^2$ and $D^{1/2}v=Dd$, so the two forms of $v\cdot Cv$ give

$$\sum_kf_kw_k^2=2\sum_aD_a^3d_a^2+4\,(Dd)\cdot K(Dd).$$

```lean
/-- The strengths weighted by `w k ^ 2` sum to the uncoupled value plus a coupling term. -/
theorem sum_strength_mul_sq (hD : ∀ a, 0 < D a) (h : IsExcitationBasis D K w z) (d : n → ℝ) :
    ∑ k, strength D d z k * w k ^ 2 = 2 * ∑ a, D a ^ 3 * d a ^ 2 +
      4 * ((fun a => D a * d a) ⬝ᵥ K *ᵥ (fun a => D a * d a)) := by
  have hdd : dress D (dress D d) = fun a => D a * d a := by
    ext a
    simp only [dress]
    rw [← mul_assoc, Real.mul_self_sqrt (hD a).le]
  have h1 : ∑ k, strength D d z k * w k ^ 2 =
      2 * ∑ k, w k ^ 2 * (dress D d ⬝ᵥ z k) ^ 2 := by
    rw [Finset.mul_sum]
    exact Finset.sum_congr rfl fun k _ => by simp only [strength]; ring
  have h2 : ∑ a, D a ^ 2 * dress D d a ^ 2 = ∑ a, D a ^ 3 * d a ^ 2 := by
    refine Finset.sum_congr rfl fun a _ => ?_
    simp only [dress]
    rw [mul_pow, Real.sq_sqrt (hD a).le]
    ring
  rw [h1, spectral_form h, casida_form, hdd, h2]
  ring
```

Completeness with $x=y=v$ gives the total strength,

$$\sum_kf_k=2\,v\cdot v=2\sum_aD_ad_a^2.$$

This is the uncoupled sum over the chosen transitions, which need not equal the electron number of the Thomas–Reiche–Kuhn rule. Positive semidefiniteness makes the last term of the weighted sum nonnegative, which gives the inequality. `strength_moves_upward` states both results.

```lean
/-- The coupling preserves the total oscillator strength and does not lower the sum of strengths
weighted by squared excitation energies. -/
theorem strength_moves_upward (hD : ∀ a, 0 < D a) (hK : K.PosSemidef)
    (h : IsExcitationBasis D K w z) (d : n → ℝ) :
    ∑ k, strength D d z k = 2 * ∑ a, D a * d a ^ 2 ∧
      2 * ∑ a, D a ^ 3 * d a ^ 2 ≤ ∑ k, strength D d z k * w k ^ 2 := by
  constructor
  · have hp := parseval h.orth (dress D d) (dress D d)
    simp only [strength, ← Finset.mul_sum, pow_two] at hp ⊢
    rw [hp]
    congr 1
    refine Finset.sum_congr rfl fun a _ => ?_
    simp only [dress]
    linear_combination (d a * d a) * Real.mul_self_sqrt (hD a).le
  · have hq := hK.dotProduct_mulVec_nonneg (fun a => D a * d a)
    rw [star_trivial] at hq
    rw [sum_strength_mul_sq hD h]
    linarith
```

Equality requires $(Dd)\cdot K(Dd)=0$. Writing the positive semidefinite $K$ as $L^TL$ turns this into $|L(Dd)|^2=0$, which is equivalent to $K(Dd)=0$: the coupling annihilates the vector $Dd$.

```lean
/-- The weighted sum keeps its uncoupled value exactly when the coupling annihilates `D d`. -/
theorem weighted_sum_eq_iff (hD : ∀ a, 0 < D a) (hK : K.PosSemidef)
    (h : IsExcitationBasis D K w z) (d : n → ℝ) :
    ∑ k, strength D d z k * w k ^ 2 = 2 * ∑ a, D a ^ 3 * d a ^ 2 ↔
      K *ᵥ (fun a => D a * d a) = 0 := by
  have hq := hK.dotProduct_mulVec_zero_iff (fun a => D a * d a)
  rw [star_trivial] at hq
  rw [← hq, sum_strength_mul_sq hD h]
  constructor <;> intro h' <;> linarith
```

## Static polarizability

Dividing by $w_k^2$ needs $w_k\neq0$. If $w_k=0$, then $z_k\cdot Cz_k=0$. For positive semidefinite $K$ both parts of the quadratic form are nonnegative, so $\sum_aD_a^2(z_k)_a^2=0$ and $z_k=0$, contradicting normalisation.

```lean
/-- Every excitation energy is nonzero. -/
theorem energy_ne_zero (hD : ∀ a, 0 < D a) (hK : K.PosSemidef)
    (h : IsExcitationBasis D K w z) (k : n) : w k ≠ 0 := by
  intro hw
  have hf := casida_form D K (z k)
  have hq := hK.dotProduct_mulVec_nonneg (dress D (z k))
  rw [star_trivial] at hq
  rw [h.eigen k, hw, dotProduct_smul, smul_eq_mul] at hf
  have hnn : ∀ a ∈ Finset.univ, 0 ≤ D a ^ 2 * z k a ^ 2 := fun a _ => by positivity
  have h0 : ∑ a, D a ^ 2 * z k a ^ 2 = 0 :=
    le_antisymm (by linarith) (Finset.sum_nonneg hnn)
  -- a zero mode would be the zero vector, which is not normalised
  have hz : z k = 0 := by
    ext a
    have ha := (Finset.sum_eq_zero_iff_of_nonneg hnn).mp h0 a (Finset.mem_univ a)
    simpa [(hD a).ne'] using ha
  have h1 := h.orth k k
  simp [hz] at h1
```

Define the static response vector $u=\sum_j\frac{v\cdot z_j}{w_j^2}z_j$. Its overlaps are $u\cdot z_k=(v\cdot z_k)/w_k^2$, so

$$\sum_k\frac{f_k}{w_k^2}=2\,u\cdot v,\qquad u\cdot v=u\cdot Cu\ge\sum_aD_a^2u_a^2.$$

Dividing $(d_a-D_a^{3/2}u_a)^2\ge0$ by $D_a$ and summing gives

$$2\,u\cdot v-\sum_aD_a^2u_a^2\le\sum_a\frac{d_a^2}{D_a}.$$

The left side is at least $u\cdot v$, hence

$$\sum_k\frac{f_k}{w_k^2}\le2\sum_a\frac{d_a^2}{D_a}.$$

The left side is the diagonal component of the static polarizability, in atomic units, along the Cartesian axis for which $d$ lists the transition dipoles. Within this model, a positive semidefinite coupling cannot raise it.

```lean
/-- The static polarizability `∑ f_k / w_k²` is at most its uncoupled value. -/
theorem polarizability_le (hD : ∀ a, 0 < D a) (hK : K.PosSemidef)
    (h : IsExcitationBasis D K w z) (d : n → ℝ) :
    ∑ k, strength D d z k / w k ^ 2 ≤ 2 * ∑ a, d a ^ 2 / D a := by
  -- the static response vector
  obtain ⟨u, hu⟩ : ∃ u : n → ℝ, ∀ k, u ⬝ᵥ z k = (dress D d ⬝ᵥ z k) / w k ^ 2 := by
    refine ⟨∑ j, ((dress D d ⬝ᵥ z j) / w j ^ 2) • z j, fun k => ?_⟩
    simp [sum_dotProduct, smul_dotProduct, h.orth]
  have hS : ∑ k, strength D d z k / w k ^ 2 = 2 * (u ⬝ᵥ dress D d) := by
    rw [← parseval h.orth, Finset.mul_sum]
    exact Finset.sum_congr rfl fun k _ => by rw [hu, strength]; ring
  have hC : u ⬝ᵥ dress D d = u ⬝ᵥ casida D K *ᵥ u := by
    rw [← spectral_form h, ← parseval h.orth]
    refine Finset.sum_congr rfl fun k _ => ?_
    have hw := energy_ne_zero hD hK h k
    rw [hu]
    field_simp
  have hq := hK.dotProduct_mulVec_nonneg (dress D u)
  rw [star_trivial] at hq
  rw [casida_form] at hC
  -- complete the square for each bare transition
  have hb : 2 * (u ⬝ᵥ dress D d) - ∑ a, D a ^ 2 * u a ^ 2 ≤ ∑ a, d a ^ 2 / D a := by
    simp only [dotProduct, Finset.mul_sum, ← Finset.sum_sub_distrib]
    refine Finset.sum_le_sum fun a _ => ?_
    rw [le_div_iff₀ (hD a)]
    simp only [dress]
    have hs : (d a - √(D a) * D a * u a) ^ 2 =
        d a ^ 2 - 2 * √(D a) * D a * u a * d a + D a ^ 3 * u a ^ 2 := by
      linear_combination (D a ^ 2 * u a ^ 2) * Real.sq_sqrt (hD a).le
    have hn := sq_nonneg (d a - √(D a) * D a * u a)
    rw [hs] at hn
    linarith
  rw [hS]
  linarith
```

## Two coupled degenerate transitions

Take $D_0=D_1=1$, $z_0=(3/5,4/5)$, $z_1=(-4/5,3/5)$ and $K=\tfrac32z_0z_0^T$. Then

$$x\cdot Kx=\tfrac{3}{50}(3x_0+4x_1)^2\ge0,\qquad C=1+3z_0z_0^T.$$

The eigenvalues of $C$ are 4 and 1, so the excitation energies are 2 and 1. The hypotheses are thus met by a system with nonzero coupling.

```lean
/-- Two degenerate bare transitions with an explicit nonzero coupling have excitation
energies 2 and 1. -/
theorem excitationBasis_witness :
    (!![27/50, 36/50; 36/50, 48/50] : Matrix (Fin 2) (Fin 2) ℝ).PosSemidef ∧
    IsExcitationBasis (fun _ : Fin 2 => (1 : ℝ)) !![27/50, 36/50; 36/50, 48/50]
      ![2, 1] ![![3/5, 4/5], ![-4/5, 3/5]] := by
  refine ⟨Matrix.PosSemidef.of_dotProduct_mulVec_nonneg ?_ fun x => ?_, ?_, ?_⟩
  · ext i j
    fin_cases i <;> fin_cases j <;> simp
  · rw [star_trivial]
    simp [Matrix.mulVec, dotProduct, Fin.sum_univ_two]
    nlinarith [sq_nonneg (3 * x 0 + 4 * x 1)]
  · intro i j
    fin_cases i <;> fin_cases j <;> norm_num [dotProduct, Fin.sum_univ_two]
  · intro k
    rw [casida_mulVec]
    ext a
    fin_cases k <;> fin_cases a <;>
      norm_num [dress, Matrix.mulVec, dotProduct, Fin.sum_univ_two]

end

end RPAStrengthSums
```

```lean
#print axioms RPAStrengthSums.strength_moves_upward
-- 'RPAStrengthSums.strength_moves_upward' depends on axioms: [propext, Classical.choice, Quot.sound]
#print axioms RPAStrengthSums.weighted_sum_eq_iff
-- 'RPAStrengthSums.weighted_sum_eq_iff' depends on axioms: [propext, Classical.choice, Quot.sound]
#print axioms RPAStrengthSums.polarizability_le
-- 'RPAStrengthSums.polarizability_le' depends on axioms: [propext, Classical.choice, Quot.sound]
```
